# With coupling $J\ge 0$ and field $h$, turning $n$ spins up in the all-down square-lattice Ising model costs at least $8J\sqrt n-2hn$

## A finite window for an infinite lattice

The energy of an Ising configuration on the whole square lattice is in general a divergent sum, so a droplet's cost is defined here as a difference of energies in a finite window $\Lambda\subset\mathbb Z^2$. Each site $x$ carries a spin $\sigma_x=\pm1$, and each bond is assigned to its left or lower end:

$$E_\Lambda(\sigma)=-J\sum_{x\in\Lambda}\left(\sigma_x\sigma_{x+(1,0)}+\sigma_x\sigma_{x+(0,1)}\right)-h\sum_{x\in\Lambda}\sigma_x .$$

Here $J$ is the nearest-neighbour coupling, which favours aligned spins when positive, and $h$ is the field, which favours up spins when positive.

A droplet is a finite set $S$ of $n$ sites whose spins are up while all others are down. The window must contain $S$ and the left and lower neighbours of its sites. Every bond touching $S$ is then counted once, and the cost doesn't depend on the rest of $\Lambda$. Such a window exists for every finite $S$.

## Surface cost against field gain

Let $P$ be the number of nearest-neighbour edges with one end in $S$ and the other outside. Three statements carry the argument:

- $P\ge 4\sqrt n$ for every finite $S$.
- The droplet's cost is exactly $2JP-2hn$.
- For $J\ge0$ and any real $h$, the cost is therefore at least $8J\sqrt n-2hn$.

The droplet may be disconnected or have holes, whose edges count towards $P$. For $J,h>0$ this is the competition behind nucleation: the surface term grows at least like $\sqrt n$, while the field gain grows like $n$.

These are energies of a classical model with nearest-neighbour coupling, with no temperature, entropy or dynamics. In a simulation of that model, the cost formula gives the energy of a prepared droplet relative to the all-down state, but the bound on $P$ belongs to the infinite lattice: a strip that wraps round a periodic cell can have fewer boundary edges.

## Counting edges by rows and columns

Start at a site of $S$ and walk in one of the four lattice directions. The sites visited are all different and $S$ is finite, so the walk must leave $S$. The last site before it first leaves has an edge out of $S$ in that direction.

Let $a$ be the number of columns that contain a site of $S$, and $b$ the number of such rows. Each occupied row gives at least one edge out to the right and one to the left; each occupied column gives one up and one down. Hence

$$P\ge 2(a+b).$$

Every site of $S$ lies where an occupied column meets an occupied row, so $n\le ab$. Both sides of the inequality for $P$ are non-negative, and squaring gives

$$P^2\ge4(a+b)^2=4(a-b)^2+16ab\ge16n .$$

Taking the root yields $P\ge4\sqrt n$. For the empty set both sides vanish.

## From broken bonds to energy

Take the horizontal bonds first. In the droplet configuration, $\sigma_x\sigma_{x+(1,0)}$ is $-1$ if exactly one of the two sites is in $S$, and $+1$ otherwise. If $x$ is the site in $S$, the bond is an edge leaving $S$ to the right. If $x+(1,0)$ is, the bond leaves $S$ to the left. The horizontal sum is therefore $|\Lambda|$ minus twice the number of horizontal edges leaving $S$. The vertical bonds behave in the same way, and together the two sums give $2|\Lambda|-2P$.

The spins add up to $n-(|\Lambda|-n)=2n-|\Lambda|$. The energies of the droplet and of the all-down state are thus

$$E_S=-J(2|\Lambda|-2P)-h(2n-|\Lambda|),\qquad E_\downarrow=-2J|\Lambda|+h|\Lambda|,$$

and their difference is

$$E_S-E_\downarrow=2JP-2hn .$$

If $J\ge0$, multiplying $P\ge4\sqrt n$ by $2J$ gives

$$E_S-E_\downarrow\ge8J\sqrt n-2hn=2\sqrt n\,(4J-h\sqrt n).$$

A non-empty droplet with $h\sqrt n<4J$ therefore costs positive energy, whatever its shape.

## Squares attain the bound

An $L\times L$ square has $L$ outgoing edges in each direction, so $P=4L$. With $n=L^2$ its cost is

$$8JL-2hL^2=2L(4J-hL),$$

which equals the lower bound. For $L>0$ the square lies below the all-down state exactly when $hL>4J$. This threshold marks where the cost changes sign. For $J,h>0$, the maximum of the curve $8J\sqrt n-2hn$, with $n$ treated as continuous, comes earlier, at $\sqrt n=2J/h$.

## Droplets and windows in Lean

A `Site` is a pair of integers, and a droplet is a `Finset Site`, which makes it finite by type. `exits S e` collects the sites of `S` whose neighbour in direction `e` is outside, and `perimeter S` adds the sizes of these sets for the four directions. A site with several outgoing edges is counted once for each.

`energy J h Λ σ` is $E_\Lambda(\sigma)$. Its argument `σ` may take any real values, but `allDown` and `droplet S` take only $\pm1$. They are defined on the whole lattice, so bonds that stick out of the window to the right or upwards still have a spin at their far end. The condition on the window is `Surrounds Λ S`.

`four_sqrt_le_perimeter` is the geometric bound and has no hypothesis beyond finiteness. `droplet_cost` is the exact cost for all real `J` and `h`. `droplet_cost_bound` adds `0 ≤ J`, the physical condition that a broken bond never lowers the energy.

```lean
import Mathlib

open Finset

namespace IsingDropletBound

noncomputable section

/-- Sites of the square lattice. -/
abbrev Site := ℤ × ℤ

/-- The sites of `S` whose neighbour in direction `e` lies outside `S`. -/
def exits (S : Finset Site) (e : Site) : Finset Site :=
  S.filter (fun x => x + e ∉ S)

/-- The number of nearest-neighbour edges leaving `S`, counted direction by direction. -/
def perimeter (S : Finset Site) : ℕ :=
  (exits S (1, 0)).card + (exits S (-1, 0)).card +
    ((exits S (0, 1)).card + (exits S (0, -1)).card)

/-- The Ising energy in a finite window `Λ` with coupling `J` and field `h`; each bond is
assigned to its left or lower end. -/
def energy (J h : ℝ) (Λ : Finset Site) (σ : Site → ℝ) : ℝ :=
  -J * ∑ x ∈ Λ, (σ x * σ (x + (1, 0)) + σ x * σ (x + (0, 1))) - h * ∑ x ∈ Λ, σ x

/-- The configuration with every spin down. -/
def allDown : Site → ℝ := fun _ => -1

/-- The configuration with the spins of `S` up and all others down. -/
def droplet (S : Finset Site) : Site → ℝ := fun x => if x ∈ S then 1 else -1

/-- The window `Λ` contains `S` together with its left and lower neighbours. -/
def Surrounds (Λ S : Finset Site) : Prop :=
  ∀ x ∈ S, x ∈ Λ ∧ x + (-1, 0) ∈ Λ ∧ x + (0, -1) ∈ Λ

/-- Walking from a site of a finite droplet in a fixed direction, one reaches a site from
which the next step leaves the droplet. -/
theorem exists_exit (S : Finset Site) {e : Site} (he : e ≠ 0) {p : Site} (hp : p ∈ S) :
    ∃ k : ℕ, p + k • e ∈ exits S e := by
  by_contra hno
  -- otherwise the whole half-line lies in `S`
  have hall : ∀ k : ℕ, p + k • e ∈ S := by
    intro k
    induction k with
    | zero => simpa using hp
    | succ k ih =>
      by_contra hk
      exact hno ⟨k, Finset.mem_filter.mpr ⟨ih, by rwa [add_assoc, ← succ_nsmul]⟩⟩
  have hinj : Function.Injective (fun k : ℕ => p + k • e) := by
    intro k l hkl
    have h : k • e = l • e := add_left_cancel hkl
    have h1 := congrArg Prod.fst h
    have h2 := congrArg Prod.snd h
    simp only [Prod.smul_fst, nsmul_eq_mul] at h1
    simp only [Prod.smul_snd, nsmul_eq_mul] at h2
    by_contra hne
    have hz : (k : ℤ) ≠ l := by exact_mod_cast hne
    exact he (Prod.ext (by_contra fun h0 => hz (mul_right_cancel₀ h0 h1))
      (by_contra fun h0 => hz (mul_right_cancel₀ h0 h2)))
  exact (Set.infinite_of_injective_forall_mem (s := (S : Set Site)) hinj
    (fun k => Finset.mem_coe.2 (hall k))) S.finite_toSet

/-- If a coordinate `f` is constant along direction `e`, the number of values it takes on `S`
is at most the number of edges leaving `S` in that direction. -/
theorem shadow_le_exits (S : Finset Site) {e : Site} (he : e ≠ 0) (f : Site → ℤ)
    (hf : ∀ (p : Site) (k : ℕ), f (p + k • e) = f p) :
    (S.image f).card ≤ (exits S e).card := by
  refine le_trans (Finset.card_le_card ?_) (Finset.card_image_le (s := exits S e) (f := f))
  intro y hy
  obtain ⟨p, hp, rfl⟩ := Finset.mem_image.1 hy
  obtain ⟨k, hk⟩ := exists_exit S he hp
  exact Finset.mem_image.2 ⟨_, hk, hf p k⟩

/-- A finite set of `n` sites of the square lattice has at least `4 √n` nearest-neighbour
edges leaving it. -/
theorem four_sqrt_le_perimeter (S : Finset Site) :
    4 * √(S.card : ℝ) ≤ perimeter S := by
  have r1 := shadow_le_exits S (e := (1, 0)) (by decide) Prod.snd (by intro p k; simp)
  have r2 := shadow_le_exits S (e := (-1, 0)) (by decide) Prod.snd (by intro p k; simp)
  have c1 := shadow_le_exits S (e := (0, 1)) (by decide) Prod.fst (by intro p k; simp)
  have c2 := shadow_le_exits S (e := (0, -1)) (by decide) Prod.fst (by intro p k; simp)
  -- the droplet fits in the product of its two shadows
  have hn : S.card ≤ (S.image Prod.fst).card * (S.image Prod.snd).card := by
    rw [← Finset.card_product]
    apply Finset.card_le_card
    intro p hp
    exact Finset.mem_product.2
      ⟨Finset.mem_image_of_mem _ hp, Finset.mem_image_of_mem _ hp⟩
  have hP : 2 * ((S.image Prod.fst).card + (S.image Prod.snd).card) ≤ perimeter S := by
    unfold perimeter
    omega
  generalize (S.image Prod.fst).card = a at hn hP
  generalize (S.image Prod.snd).card = b at hn hP
  have hn' : (S.card : ℝ) ≤ a * b := by exact_mod_cast hn
  have hP' : 2 * ((a : ℝ) + b) ≤ perimeter S := by exact_mod_cast hP
  have hsq : (2 * ((a : ℝ) + b)) ^ 2 ≤ (perimeter S : ℝ) ^ 2 :=
    pow_le_pow_left₀ (by positivity) hP' 2
  have key : √(S.card : ℝ) ≤ (perimeter S : ℝ) / 4 :=
    Real.sqrt_le_iff.2 ⟨by positivity, by nlinarith [sq_nonneg ((a : ℝ) - b)]⟩
  linarith

/-- Let `e'` be the opposite of `e`, and let the window contain `S` and its translate by `e'`. The
products of the spins at `x` and `x + e`, summed over `x` in the window, then give the size of the
window minus two for each exit from `S` along `e` or `e'`. -/
theorem bond_sum {Λ S : Finset Site} {e e' : Site} (hee : e + e' = 0)
    (h1 : ∀ x ∈ S, x ∈ Λ) (h2 : ∀ x ∈ S, x + e' ∈ Λ) :
    ∑ x ∈ Λ, droplet S x * droplet S (x + e) =
      Λ.card - 2 * (((exits S e).card : ℝ) + (exits S e').card) := by
  have hpt : ∀ x ∈ Λ, droplet S x * droplet S (x + e) =
      1 - 2 * ((if x ∈ S ∧ x + e ∉ S then (1 : ℝ) else 0) +
        (if x ∉ S ∧ x + e ∈ S then (1 : ℝ) else 0)) := by
    intro x _
    unfold droplet
    by_cases ha : x ∈ S <;> by_cases hb : x + e ∈ S <;> simp [ha, hb] <;> norm_num
  have hA : Λ.filter (fun x => x ∈ S ∧ x + e ∉ S) = exits S e := by
    ext x
    simp only [exits, Finset.mem_filter]
    exact ⟨fun h => h.2, fun h => ⟨h1 x h.1, h⟩⟩
  -- bonds entering the droplet are edges leaving it in the opposite direction
  have hB : (Λ.filter (fun x => x ∉ S ∧ x + e ∈ S)).card = (exits S e').card := by
    refine Finset.card_bij (fun x _ => x + e) ?_ ?_ ?_
    · intro x hx
      have hx' := (Finset.mem_filter.1 hx).2
      exact Finset.mem_filter.2 ⟨hx'.2, by rw [add_assoc, hee, add_zero]; exact hx'.1⟩
    · intro x _ y _ hxy
      exact add_right_cancel hxy
    · intro y hy
      have hy' := Finset.mem_filter.1 hy
      have hback : y + e' + e = y := by rw [add_assoc, add_comm e' e, hee, add_zero]
      exact ⟨y + e', Finset.mem_filter.2
        ⟨h2 y hy'.1, hy'.2, by rw [hback]; exact hy'.1⟩, hback⟩
  rw [Finset.sum_congr rfl hpt, Finset.sum_sub_distrib, ← Finset.mul_sum,
    Finset.sum_add_distrib, Finset.sum_boole, Finset.sum_boole, hA, hB]
  simp

/-- Flipping the spins of `S` up from the all-down state costs `2J` per edge leaving `S`
and gains `2h` per flipped spin. -/
theorem droplet_cost (J h : ℝ) {Λ S : Finset Site} (hS : Surrounds Λ S) :
    energy J h Λ (droplet S) - energy J h Λ allDown =
      2 * J * perimeter S - 2 * h * S.card := by
  have hd : energy J h Λ allDown = -J * (2 * Λ.card) + h * Λ.card := by
    simp only [energy, allDown, Finset.sum_const, nsmul_eq_mul]
    ring
  have hf : ∑ x ∈ Λ, droplet S x = 2 * (S.card : ℝ) - Λ.card := by
    have hpt : ∀ x ∈ Λ, droplet S x = 2 * (if x ∈ S then (1 : ℝ) else 0) - 1 := by
      intro x _
      unfold droplet
      split_ifs <;> norm_num
    have hA : Λ.filter (fun x => x ∈ S) = S := by
      ext x
      simp only [Finset.mem_filter]
      exact ⟨fun h => h.2, fun h => ⟨(hS x h).1, h⟩⟩
    rw [Finset.sum_congr rfl hpt, Finset.sum_sub_distrib, ← Finset.mul_sum,
      Finset.sum_boole, hA]
    simp
  rw [hd]
  unfold energy
  rw [Finset.sum_add_distrib,
    bond_sum (e' := (-1, 0)) (by decide) (fun x hx => (hS x hx).1) (fun x hx => (hS x hx).2.1),
    bond_sum (e' := (0, -1)) (by decide) (fun x hx => (hS x hx).1) (fun x hx => (hS x hx).2.2),
    hf]
  unfold perimeter
  push_cast
  ring

/-- Ising droplet bound: for `J ≥ 0`, flipping `n` spins up from the all-down state costs at least
`8J √n - 2hn`, whatever the shape of the droplet. -/
theorem droplet_cost_bound {J : ℝ} (hJ : 0 ≤ J) (h : ℝ) {Λ S : Finset Site}
    (hS : Surrounds Λ S) :
    8 * J * √(S.card : ℝ) - 2 * h * S.card ≤
      energy J h Λ (droplet S) - energy J h Λ allDown := by
  rw [droplet_cost J h hS]
  linarith [mul_le_mul_of_nonneg_left (four_sqrt_le_perimeter S) hJ]

/-- For `J ≥ 0`, every non-empty droplet of `n` spins with `h √n < 4J` has higher energy than the
all-down state. -/
theorem subcritical_droplet {J h : ℝ} (hJ : 0 ≤ J) {Λ S : Finset Site}
    (hS : Surrounds Λ S) (hne : S.Nonempty) (hc : h * √(S.card : ℝ) < 4 * J) :
    energy J h Λ allDown < energy J h Λ (droplet S) := by
  have hn : (0 : ℝ) < S.card := by exact_mod_cast hne.card_pos
  have hs := Real.sqrt_pos.2 hn
  have hss := Real.mul_self_sqrt hn.le
  have hb := droplet_cost_bound hJ h hS
  have hpos := mul_pos hs (sub_pos.2 hc)
  have hid : 8 * J * √(S.card : ℝ) - 2 * h * S.card =
      2 * (√(S.card : ℝ) * (4 * J - h * √(S.card : ℝ))) := by
    linear_combination 2 * h * hss
  linarith

/-- The square droplet of side `L`. -/
def square (L : ℕ) : Finset Site := Finset.Ico (0 : ℤ) L ×ˢ Finset.Ico (0 : ℤ) L

/-- A square of side `L` has exactly `4L` edges leaving it. -/
theorem perimeter_square (L : ℕ) : perimeter (square L) = 4 * L := by
  have h1 : exits (square L) (1, 0) = Finset.Ico ((L : ℤ) - 1) L ×ˢ Finset.Ico (0 : ℤ) L := by
    ext ⟨x, y⟩
    simp only [exits, square, Finset.mem_filter, Finset.mem_product, Finset.mem_Ico,
      Prod.mk_add_mk]
    omega
  have h2 : exits (square L) (-1, 0) = Finset.Ico (0 : ℤ) 1 ×ˢ Finset.Ico (0 : ℤ) L := by
    ext ⟨x, y⟩
    simp only [exits, square, Finset.mem_filter, Finset.mem_product, Finset.mem_Ico,
      Prod.mk_add_mk]
    omega
  have h3 : exits (square L) (0, 1) = Finset.Ico (0 : ℤ) L ×ˢ Finset.Ico ((L : ℤ) - 1) L := by
    ext ⟨x, y⟩
    simp only [exits, square, Finset.mem_filter, Finset.mem_product, Finset.mem_Ico,
      Prod.mk_add_mk]
    omega
  have h4 : exits (square L) (0, -1) = Finset.Ico (0 : ℤ) L ×ˢ Finset.Ico (0 : ℤ) 1 := by
    ext ⟨x, y⟩
    simp only [exits, square, Finset.mem_filter, Finset.mem_product, Finset.mem_Ico,
      Prod.mk_add_mk]
    omega
  have hw : ((L : ℤ) - ((L : ℤ) - 1)).toNat = 1 := by omega
  have hl : ((L : ℤ) - 0).toNat = L := by omega
  have ho : ((1 : ℤ) - 0).toNat = 1 := by omega
  unfold perimeter
  rw [h1, h2, h3, h4]
  simp only [Finset.card_product, Int.card_Ico, hw, hl, ho]
  ring

/-- A square droplet of side `L` costs exactly `8JL - 2hL²`, the value of the droplet bound
at `n = L²`. -/
theorem square_cost (J h : ℝ) {Λ : Finset Site} {L : ℕ} (hS : Surrounds Λ (square L)) :
    energy J h Λ (droplet (square L)) - energy J h Λ allDown =
      8 * J * L - 2 * h * (L : ℝ) ^ 2 := by
  have hc : (square L).card = L * L := by
    simp [square, Finset.card_product, Int.card_Ico]
  rw [droplet_cost J h hS, perimeter_square, hc]
  push_cast
  ring

/-- A non-empty square droplet of side `L` has lower energy than the all-down state exactly
when `hL > 4J`. -/
theorem square_favoured_iff (J h : ℝ) {Λ : Finset Site} {L : ℕ} (hL : 0 < L)
    (hS : Surrounds Λ (square L)) :
    energy J h Λ (droplet (square L)) < energy J h Λ allDown ↔ 4 * J < h * L := by
  have hL' : (0 : ℝ) < L := by exact_mod_cast hL
  have hq := square_cost J h hS
  constructor
  · intro hlt
    by_contra hc
    have hm := mul_nonneg hL'.le (sub_nonneg.2 (not_lt.1 hc))
    nlinarith
  · intro hc
    have hm := mul_pos hL' (sub_pos.2 hc)
    nlinarith

end

end IsingDropletBound
```

```lean
#print axioms IsingDropletBound.droplet_cost_bound
#print axioms IsingDropletBound.subcritical_droplet
#print axioms IsingDropletBound.square_favoured_iff
```

```
'IsingDropletBound.droplet_cost_bound' depends on axioms: [propext, Classical.choice, Quot.sound]
'IsingDropletBound.subcritical_droplet' depends on axioms: [propext, Classical.choice, Quot.sound]
'IsingDropletBound.square_favoured_iff' depends on axioms: [propext, Classical.choice, Quot.sound]
```

## The walk, the shadows and the bond count in the proof

`exists_exit` argues by contradiction. If no site on the walk were an exit, induction would keep every step `p + k • e` inside `S`. Since `e` is non-zero, different values of `k` give different sites, and `S` would contain infinitely many.

`shadow_le_exits` turns this into a count. The coordinate `f` doesn't change along the walk, so each value it takes on `S` is also taken on `exits S e`. With `Prod.snd` and a horizontal direction it counts occupied rows; with `Prod.fst` and a vertical one, occupied columns.

`four_sqrt_le_perimeter` uses this lemma four times, and `omega` adds the results to give $P\ge2(a+b)$. The inequality $n\le ab$ comes from placing `S` inside the product of its two projections. The final `nlinarith` receives $(a-b)^2\ge0$, the same square as in the derivation by hand.

`bond_sum` treats one lattice axis, with `e'` the opposite of `e`. Its step `hpt` checks the four cases for the two ends of a bond. Among the bonds with exactly one end in the droplet, `hA` identifies those whose left or lower end is in it with exits along `e`. `hB` matches the rest of these bonds with exits along `e'` through the shift `x ↦ x + e`, and here the window must contain the left or lower neighbours.

`droplet_cost` applies `bond_sum` to both axes, adds the magnetisation computed in `hf`, and lets `ring` cancel the terms in $|\Lambda|$. `droplet_cost_bound` then multiplies the geometric bound by `J`, and `subcritical_droplet` uses the factorisation $2\sqrt n\,(4J-h\sqrt n)$, stated as `hid`. "Subcritical" in that name refers to the sign change of the bound at $h\sqrt n=4J$, not to its maximum at $\sqrt n=2J/h$.

For squares, `perimeter_square` shows that each set of exits is a strip one site wide along one side. `square_cost` inserts the resulting $4L$ into the exact cost, and `square_favoured_iff` reads off the sign of $L(4J-hL)$ for positive $L$.
